# The three singlet pairings of four spins 1/2, cyclically oriented, sum to zero and overlap at −1/2

Write $u$ and $d$ for spin up and down, and let $[i,j] = (ud - du)/\sqrt2$ be the singlet on spins $i$, $j$ in that order. For four spins numbered $0,1,2,3$ set
$$A=[0,1][2,3],\qquad B=[0,2][3,1],\qquad C=[0,3][1,2].$$
Then $A+B+C=0$, each state has norm one, and any two have inner product $-1/2$. Up to a factor this is the only linear relation among them, and $A$ and $B$ span the states annihilated by both total ladder operators $S^+$ and $S^-$. For a four-spin cluster, a calculation expanded in all three pairings therefore works with non-orthogonal states and a singular overlap matrix. No Hamiltonian enters the statements.

## States, bonds and operators

```lean
import Mathlib

open ComplexConjugate

namespace OvercompleteValenceBonds

noncomputable section
```

The second line makes `conj` available for complex conjugation.

```lean
/-- A state of spins 1/2 labelled by `ι`: an amplitude for each configuration,
with `0` for up and `1` for down. -/
abbrev State (ι : Type*) := (ι → Fin 2) → ℂ
```

`Fin 2` is the set $\{0,1\}$, with $0=u$ and $1=d$. A configuration $\sigma$ assigns a value $\sigma_i$ to each site $i$ of the label set `ι`, and a state is its table of amplitudes $\psi(\sigma)=\langle\sigma|\psi\rangle$. Normalisation is not built in.

```lean
/-- Amplitude of the two-spin state `ud - du` on the configuration `(a, b)`. -/
def eps (a b : Fin 2) : ℂ :=
  (if a = 0 ∧ b = 1 then 1 else 0) - (if a = 1 ∧ b = 0 then 1 else 0)
```

The function $\epsilon(a,b)$ equals $+1$ on $ud$, $-1$ on $du$ and $0$ on $uu$ and $dd$.

```lean
/-- The valence bond `[i,j] = (ud - du)/√2` on spins `i`, `j` in that order. -/
def bond {ι : Type*} (i j : ι) : State ι :=
  fun σ => eps (σ i) (σ j) / ((Real.sqrt 2 : ℝ) : ℂ)
```

This says $[i,j](\sigma)=\epsilon(\sigma_i,\sigma_j)/\sqrt2$. In a larger system the function ignores the other spins, so it is one factor of a state, to be multiplied by a factor for the rest. The order fixes the sign, since $[j,i]=-[i,j]$.

```lean
/-- The product `[i,j][k,l]` of two valence bonds. -/
def cover {ι : Type*} (i j k l : ι) : State ι :=
  fun σ => bond i j σ * bond k l σ
```

Amplitudes are multiplied configuration by configuration. For four distinct sites this is the tensor product of two singlets.

```lean
/-- The inner product of two states, summed over all spin configurations. -/
def braket {ι : Type*} [Fintype ι] [DecidableEq ι] (ψ φ : State ι) : ℂ :=
  ∑ σ, conj (ψ σ) * φ σ
```

This is $\langle\psi|\varphi\rangle=\sum_\sigma\overline{\psi(\sigma)}\,\varphi(\sigma)$ over a finite set of spins.

```lean
/-- The total raising operator `S⁺`, the sum of the one-spin maps `d ↦ u`, `u ↦ 0`. -/
def raise {ι : Type*} [Fintype ι] [DecidableEq ι] (ψ : State ι) : State ι :=
  fun σ => ∑ i, if σ i = 0 then ψ (Function.update σ i 1) else 0
```

With $\hbar=1$, $S^+=\sum_i S_i^+$ reaches $\sigma$ from configurations with one more spin down. `Function.update σ i 1` is $\sigma$ with spin $i$ set down, so $(S^+\psi)(\sigma)$ sums $\psi$ over these flips, one for each up spin of $\sigma$.

```lean
/-- The total lowering operator `S⁻`, the sum of the one-spin maps `u ↦ d`, `d ↦ 0`. -/
def lower {ι : Type*} [Fintype ι] [DecidableEq ι] (ψ : State ι) : State ι :=
  fun σ => ∑ i, if σ i = 1 then ψ (Function.update σ i 0) else 0
```

Likewise $(S^-\psi)(\sigma)$ sums $\psi$ over the configurations obtained by turning one down spin of $\sigma$ up.

```lean
/-- The three states `[0,1][2,3]`, `[0,2][3,1]`, `[0,3][1,2]` of four spins (sites are numbered from
`0`). -/
def vb : Fin 3 → State (Fin 4) := ![cover 0 1 2 3, cover 0 2 3 1, cover 0 3 1 2]
```

The bracket `![...]` lists values in order, so `vb 0`, `vb 1`, `vb 2` are $A$, $B$, $C$. Sites are counted from 0 throughout.

## The linear relation

```lean
/-- The amplitude of `ud - du` on `(a, b)` is `b - a`. -/
theorem eps_eq (a b : Fin 2) : eps a b = ((b : ℕ) : ℂ) - ((a : ℕ) : ℂ) := by
  fin_cases a <;> fin_cases b <;> simp [eps]
```

Reading the labels as the numbers $0$ and $1$ gives $\epsilon(a,b)=b-a$. The tactic `fin_cases` runs through the four cases.

```lean
/-- The two factors `1/√2` of a product of two bonds combine to `1/2`. -/
theorem cover_eq {ι : Type*} (i j k l : ι) (σ : ι → Fin 2) :
    cover i j k l σ = eps (σ i) (σ j) * eps (σ k) (σ l) / 2 := by
  have h : ((Real.sqrt 2 : ℝ) : ℂ) * ((Real.sqrt 2 : ℝ) : ℂ) = 2 := by
    rw [← Complex.ofReal_mul, Real.mul_self_sqrt (by norm_num)]
    norm_num
  simp only [cover, bond]
  rw [div_mul_div_comm, h]
```

Because $\sqrt2\cdot\sqrt2=2$, $[i,j][k,l](\sigma)=\tfrac12\,\epsilon(\sigma_i,\sigma_j)\,\epsilon(\sigma_k,\sigma_l)$.

```lean
/-- For sites `i, j, k, l` of any spin system and any further amplitude factor `φ`,
`[i,j][k,l] φ + [i,k][l,j] φ + [i,l][j,k] φ = 0`. -/
theorem cover_relation {ι : Type*} (i j k l : ι) (φ : State ι) :
    cover i j k l * φ + cover i k l j * φ + cover i l j k * φ = 0 := by
  funext σ
  -- (b - a)(d - c) + (c - a)(b - d) + (d - a)(c - b) = 0
  simp only [Pi.add_apply, Pi.mul_apply, Pi.zero_apply, cover_eq, eps_eq]
  ring
```

Fix $\sigma$ and call the spins on $i,j,k,l$ by the numbers $a,b,c,d$. Twice the sum of the three bond products is
$$(b-a)(d-c)+(c-a)(b-d)+(d-a)(c-b).$$
The three products expand to $bd-bc-ad+ac$, $bc-cd-ab+ad$ and $cd-bd-ac+ab$, and each monomial occurs once with each sign. The sum is zero and stays zero after multiplication by $\varphi(\sigma)$. In Lean, `funext σ` fixes the configuration, `simp only` inserts the two lemmas above, and `ring` expands.

The theorem allows any set of spins, any function $\varphi$ and even coinciding sites. The physical case has four distinct sites and $\varphi$ depending only on the remaining spins, so the relation holds inside a larger cluster.

## Norms and overlaps

```lean
/-- A sum over the configurations of four spins is a fourfold sum over single spins. -/
theorem sum_four (f : State (Fin 4)) :
    ∑ σ, f σ = ∑ a, ∑ b, ∑ c, ∑ d, f ![a, b, c, d] := by
  let e : (Fin 2 × Fin 2 × Fin 2 × Fin 2) ≃ (Fin 4 → Fin 2) :=
    { toFun := fun p => ![p.1, p.2.1, p.2.2.1, p.2.2.2]
      invFun := fun σ => (σ 0, σ 1, σ 2, σ 3)
      left_inv := fun p => rfl
      right_inv := fun σ => by funext i; fin_cases i <;> rfl }
  rw [← Equiv.sum_comp e f]
  simp only [Fintype.sum_prod_type]
  rfl
```

A configuration of four spins is a quadruple $(a,b,c,d)$, and the bijection `e` turns $\sum_\sigma$ into four nested sums.

```lean
/-- The three valence-bond states of four spins add up to zero, each has norm one,
and any two different ones have inner product `-1/2`. -/
theorem overcomplete :
    vb 0 + vb 1 + vb 2 = 0 ∧
      ∀ p q, braket (vb p) (vb q) = if p = q then 1 else -1 / 2 := by
  constructor
  · have h := cover_relation (0 : Fin 4) 1 2 3 1
    simp only [mul_one] at h
    exact h
  · intro p q
    -- sum over the sixteen configurations
    rw [braket, sum_four]
    fin_cases p <;> fin_cases q <;>
      simp [vb, cover_eq, eps_eq, Fin.sum_univ_two, map_ofNat] <;> norm_num
```

The statement joins $A+B+C=0$ to the matrix of inner products, with $1$ on the diagonal and $-1/2$ elsewhere. The first part is `cover_relation` with $(i,j,k,l)=(0,1,2,3)$ and $\varphi=1$. For the second, a product of two bonds vanishes unless each bond holds one $u$ and one $d$, which leaves six of the sixteen configurations:

| $\sigma$ | $udud$ | $dudu$ | $uudd$ | $dduu$ | $uddu$ | $duud$ |
|:--|:-:|:-:|:-:|:-:|:-:|:-:|
| $A$ | $1/2$ | $1/2$ | $0$ | $0$ | $-1/2$ | $-1/2$ |
| $B$ | $0$ | $0$ | $-1/2$ | $-1/2$ | $1/2$ | $1/2$ |
| $C$ | $-1/2$ | $-1/2$ | $1/2$ | $1/2$ | $0$ | $0$ |

Each row has four entries of square $1/4$, so the norm is one. Two rows share two columns, with opposite signs, giving $2\cdot(-1/4)=-1/2$. The proof splits into the nine pairs `p`, `q` and evaluates each sixteen-term sum. The two parts agree, since $\langle A+B+C|A+B+C\rangle=3+6\cdot(-\tfrac12)=0$. Reversing one bond flips the sign of its state, so the value $-1/2$ for all pairs depends on the chosen orientation.

```lean
/-- A linear combination of the three valence-bond states vanishes exactly when its three
coefficients are equal. -/
theorem relation_iff (a b c : ℂ) :
    a • vb 0 + b • vb 1 + c • vb 2 = 0 ↔ a = b ∧ b = c := by
  constructor
  · intro h
    -- amplitudes on udud and on uudd
    have h1 := congrFun h ![0, 1, 0, 1]
    have h2 := congrFun h ![0, 0, 1, 1]
    simp only [Pi.add_apply, Pi.smul_apply, Pi.zero_apply, smul_eq_mul] at h1 h2
    have a1 : vb 0 ![0, 1, 0, 1] = 1 / 2 := by simp [vb, cover_eq, eps_eq]
    have b1 : vb 1 ![0, 1, 0, 1] = 0 := by simp [vb, cover_eq, eps_eq]
    have c1 : vb 2 ![0, 1, 0, 1] = -1 / 2 := by simp [vb, cover_eq, eps_eq]
    have a2 : vb 0 ![0, 0, 1, 1] = 0 := by simp [vb, cover_eq, eps_eq]
    have b2 : vb 1 ![0, 0, 1, 1] = -1 / 2 := by simp [vb, cover_eq, eps_eq]
    have c2 : vb 2 ![0, 0, 1, 1] = 1 / 2 := by simp [vb, cover_eq, eps_eq]
    rw [a1, b1, c1] at h1
    rw [a2, b2, c2] at h2
    exact ⟨by linear_combination 2 * h1 + 2 * h2, by linear_combination (-2) * h2⟩
  · rintro ⟨rfl, rfl⟩
    rw [← smul_add, ← smul_add, overcomplete.1, smul_zero]
```

Here $a,b,c$ are complex coefficients and `•` is scalar multiplication: $aA+bB+cC=0$ exactly when $a=b=c$. The column $udud$ gives $(a-c)/2=0$, named `h1`, and $uudd$ gives $(c-b)/2=0$, named `h2`. The tactic `linear_combination` confirms that a goal is a stated combination of equations: twice their sum is $a-b=0$, and $-2$ times the second is $b-c=0$. Conversely $a(A+B+C)=0$. Setting $c=0$ shows that $A$ and $B$ are independent.

## The states annihilated by both ladder operators

```lean
/-- Two states of four spins with the same amplitudes on all `(a, b, c, d)` are equal. -/
theorem ext_four {ψ φ : State (Fin 4)}
    (h : ∀ a b c d, ψ ![a, b, c, d] = φ ![a, b, c, d]) : ψ = φ := by
  funext σ
  have hσ : ![σ 0, σ 1, σ 2, σ 3] = σ := by funext i; fin_cases i <;> rfl
  have h1 := h (σ 0) (σ 1) (σ 2) (σ 3)
  rwa [hσ] at h1
```

Equality of four-spin states can be tested on all quadruples.

```lean
/-- The amplitudes of `S⁺ ψ` and `S⁻ ψ` for four spins, written out spin by spin. -/
theorem ladder_four (ψ : State (Fin 4)) (a b c d : Fin 2) :
    raise ψ ![a, b, c, d] =
      (if a = 0 then ψ ![1, b, c, d] else 0) + (if b = 0 then ψ ![a, 1, c, d] else 0)
        + (if c = 0 then ψ ![a, b, 1, d] else 0) + (if d = 0 then ψ ![a, b, c, 1] else 0) ∧
    lower ψ ![a, b, c, d] =
      (if a = 1 then ψ ![0, b, c, d] else 0) + (if b = 1 then ψ ![a, 0, c, d] else 0)
        + (if c = 1 then ψ ![a, b, 0, d] else 0) + (if d = 1 then ψ ![a, b, c, 0] else 0) := by
  have u : ∀ x : Fin 2,
      Function.update (β := fun _ : Fin 4 => Fin 2) ![a, b, c, d] 0 x = ![x, b, c, d] ∧
      Function.update (β := fun _ : Fin 4 => Fin 2) ![a, b, c, d] 1 x = ![a, x, c, d] ∧
      Function.update (β := fun _ : Fin 4 => Fin 2) ![a, b, c, d] 2 x = ![a, b, x, d] ∧
      Function.update (β := fun _ : Fin 4 => Fin 2) ![a, b, c, d] 3 x = ![a, b, c, x] := by
    intro x
    refine ⟨?_, ?_, ?_, ?_⟩ <;> funext i <;> fin_cases i <;> first | rfl | simp
  simp only [raise, lower, Fin.sum_univ_four]
  rw [(u 1).1, (u 1).2.1, (u 1).2.2.1, (u 1).2.2.2, (u 0).1, (u 0).2.1, (u 0).2.2.1,
    (u 0).2.2.2]
  exact ⟨rfl, rfl⟩
```

The sums over sites become four explicit terms, for instance $(S^-\psi)(dduu)=\psi(uduu)+\psi(duuu)$.

```lean
/-- A state of four spins is annihilated by both `S⁺` and `S⁻` exactly when it is a linear
combination of `[0,1][2,3]` and `[0,2][3,1]`. -/
theorem singlet_iff (ψ : State (Fin 4)) :
    raise ψ = 0 ∧ lower ψ = 0 ↔ ∃ a b : ℂ, ψ = a • vb 0 + b • vb 1 := by
  have R := fun (φ : State (Fin 4)) a b c d => (ladder_four φ a b c d).1
  have L := fun (φ : State (Fin 4)) a b c d => (ladder_four φ a b c d).2
  constructor
  · rintro ⟨hp, hm⟩
    have m0 := congrFun hm ![1, 0, 0, 0]
    have m1 := congrFun hm ![1, 1, 0, 0]
    have m2 := congrFun hm ![1, 0, 1, 0]
    have m3 := congrFun hm ![0, 1, 1, 0]
    have m4 := congrFun hm ![1, 0, 0, 1]
    have p0 := congrFun hp ![0, 1, 1, 1]
    have p1 := congrFun hp ![0, 0, 1, 1]
    have p2 := congrFun hp ![0, 1, 0, 1]
    have p3 := congrFun hp ![1, 0, 0, 1]
    have p4 := congrFun hp ![0, 1, 1, 0]
    have e1 := congrFun hp ![1, 0, 0, 0]
    have e2 := congrFun hp ![0, 1, 0, 0]
    have e3 := congrFun hp ![0, 0, 1, 0]
    have e4 := congrFun hp ![0, 0, 0, 1]
    simp [R, L] at m0 m1 m2 m3 m4 p0 p1 p2 p3 p4 e1 e2 e3 e4
    -- one spin down or one spin up: all amplitudes vanish
    have v1 : ψ ![1, 0, 0, 0] = 0 := by linear_combination (m1 + m2 - m3) / 2
    have v2 : ψ ![0, 1, 0, 0] = 0 := by linear_combination m1 - v1
    have v3 : ψ ![0, 0, 1, 0] = 0 := by linear_combination m2 - v1
    have v4 : ψ ![0, 0, 0, 1] = 0 := by linear_combination m4 - v1
    have w1 : ψ ![0, 1, 1, 1] = 0 := by linear_combination (p1 + p2 - p3) / 2
    have w2 : ψ ![1, 0, 1, 1] = 0 := by linear_combination p1 - w1
    have w3 : ψ ![1, 1, 0, 1] = 0 := by linear_combination p2 - w1
    have w4 : ψ ![1, 1, 1, 0] = 0 := by linear_combination p4 - w1
    -- two spins down: two free amplitudes remain
    have z1 : ψ ![0, 0, 1, 1] = ψ ![1, 1, 0, 0] := by
      linear_combination (e3 + e4 - e1 - e2) / 2
    have z2 : ψ ![0, 1, 0, 1] = ψ ![1, 0, 1, 0] := by
      linear_combination (e2 + e4 - e1 - e3) / 2
    have z3 : ψ ![1, 0, 0, 1] = -ψ ![1, 1, 0, 0] - ψ ![1, 0, 1, 0] := by
      linear_combination e1
    have z4 : ψ ![0, 1, 1, 0] = -ψ ![1, 1, 0, 0] - ψ ![1, 0, 1, 0] := by
      linear_combination e2 - z2
    refine ⟨2 * ψ ![1, 0, 1, 0], -2 * ψ ![1, 1, 0, 0], ext_four ?_⟩
    intro a b c d
    fin_cases a <;> fin_cases b <;> fin_cases c <;> fin_cases d <;>
      simp [vb, cover_eq, eps_eq, m0, p0, v1, v2, v3, v4, w1, w2, w3, w4, z1, z2, z3, z4] <;>
      ring
  · rintro ⟨x, y, rfl⟩
    constructor <;> apply ext_four <;> intro a b c d <;>
      fin_cases a <;> fin_cases b <;> fin_cases c <;> fin_cases d <;>
      simp [R, L, vb, cover_eq, eps_eq] <;> ring

end

end OvercompleteValenceBonds
```

The theorem reads: $S^+\psi=0$ and $S^-\psi=0$ if and only if $\psi=aA+bB$ for some complex $a,b$. The condition stands for total spin zero, since $[S^+,S^-]=2S^z$ then gives $S^z\psi=0$, and $\mathbf S^2=S^-S^++(S^z)^2+S^z$ annihilates $\psi$. Conversely, $S^-$ is the adjoint of $S^+$ and $\mathbf S^2=\tfrac12(S^+S^-+S^-S^+)+(S^z)^2$, so $\langle\psi|\mathbf S^2\psi\rangle=\tfrac12\|S^-\psi\|^2+\tfrac12\|S^+\psi\|^2+\|S^z\psi\|^2$, and $\mathbf S^2\psi=0$ forces $S^+\psi=S^-\psi=0$. Neither $S^z$ nor $\mathbf S^2$ is defined in the code, so this identification is argued in prose alone. The two-spin case below is also argued only in prose.

Assume both conditions. Evaluating $S^-\psi$ on $duuu$ gives $\psi(uuuu)=0$ (`m0`), and $S^+\psi$ on $uddd$ gives $\psi(dddd)=0$ (`p0`). Let $x_i$ be the amplitude with only spin $i$ down. Evaluating $S^-\psi$ on $dduu$, $dudu$, $uddu$, $duud$ gives
$$x_0+x_1=x_0+x_2=x_1+x_2=x_0+x_3=0,$$
which are `m1` to `m4`. The first plus the second minus the third is $2x_0=0$, and the other $x_i$ follow (`v1` to `v4`). The amplitudes with one spin up vanish in the same way through $S^+$ (`w1` to `w4`).

Let $z_{ij}=z_{ji}$ be the amplitude with spins $i$ and $j$ down. Evaluating $S^+\psi$ on the configuration with only spin $i$ down gives $\sum_{j\ne i}z_{ij}=0$; for $i=0,1,2,3$ these are `e1` to `e4`. The last two minus the first two give $2z_{23}-2z_{01}=0$ (`z1`). The second and fourth minus the first and third give $2z_{13}-2z_{02}=0$ (`z2`). The first equation gives $z_{03}=-z_{01}-z_{02}$ (`z3`), and the second with $z_{13}=z_{02}$ gives the same value for $z_{12}$ (`z4`). Only $z_{01}=\psi(dduu)$ and $z_{02}=\psi(dudu)$ remain free, and the table shows
$$\psi=2z_{02}\,A-2z_{01}\,B.$$
These are the coefficients handed to `refine`, and the equality is then tested on all sixteen configurations.

For the converse, $S^\pm$ annihilates each singlet, since $S^+(ud-du)=uu-uu=0$ and $S^-(ud-du)=dd-dd=0$, and on a product it acts as a sum over the two bonds. Lean takes the direct route and evaluates both operators on $aA+bB$ in every configuration. The overlaps, the uniqueness of the relation and this completeness statement are proved for four spins only.

## Two spins

With two spins there is one pairing, and $[1,0]=-[0,1]$ is the same state up to sign. The ladder conditions force $\psi(uu)=\psi(dd)=0$ and $\psi(ud)+\psi(du)=0$, so one bond spans a one-dimensional space with nothing redundant. Four spins is the smallest size with more than one complete pairing, and three pairings then lie in a space of dimension two.

```lean
#print axioms OvercompleteValenceBonds.sum_four
#print axioms OvercompleteValenceBonds.relation_iff
#print axioms OvercompleteValenceBonds.singlet_iff
```

```
'OvercompleteValenceBonds.sum_four' depends on axioms: [propext, Classical.choice, Quot.sound]
'OvercompleteValenceBonds.relation_iff' depends on axioms: [propext, Classical.choice, Quot.sound]
'OvercompleteValenceBonds.singlet_iff' depends on axioms: [propext, Classical.choice, Quot.sound]
```
